# Gauss–Hermite quadrature with n + 1 nodes is exact through degree 2n + 1

When an oscillator integral is replaced by a sum over grid points, a poor choice of points or weights can put errors in the matrix elements and make orthogonal levels overlap. With the $n+1$ roots of the Hermite polynomial $He_{n+1}$ as the grid and the right weights, the sum gives the exact integral against $e^{-x^2/2}$ of every real polynomial of degree at most $2n+1$.

```lean
import Mathlib

open Polynomial MeasureTheory

namespace GaussHermite

noncomputable section

/-- The Hermite polynomial He_n with real coefficients. -/
def He (n : ℕ) : ℝ[X] := (Polynomial.hermite n).map (Int.castRingHom ℝ)

lemma He_monic (n : ℕ) : (He n).Monic := (hermite_monic n).map _

lemma He_natDegree (n : ℕ) : (He n).natDegree = n := by
  rw [He, (hermite_monic n).natDegree_map, natDegree_hermite]

/-- The raising relation He_(n+1) = x He_n - He_n'. -/
lemma He_succ (n : ℕ) : He (n + 1) = X * He n - derivative (He n) := by
  simp [He, hermite_succ, derivative_map]

/-- The lowering relation He_(n+1)' = (n+1) He_n. -/
lemma He_derivative (n : ℕ) : derivative (He (n + 1)) = C ((n : ℝ) + 1) * He n := by
  induction n with
  | zero => simp [He]
  | succ n ih =>
    rw [He_succ (n + 1), derivative_sub, derivative_mul, derivative_X, ih, derivative_C_mul]
    have h := He_succ n
    push_cast
    simp only [C_add, C_1]
    linear_combination (-(C (n : ℝ) + 1)) * h

/-- A polynomial times the Gaussian exp(-x²/2) is integrable over the line. -/
lemma integrable_gauss (p : ℝ[X]) :
    Integrable (fun x : ℝ => p.eval x * Real.exp (-x ^ 2 / 2)) := by
  induction p using Polynomial.induction_on' with
  | add p q hp hq =>
    refine (hp.add hq).congr (Filter.Eventually.of_forall fun x => ?_)
    simp [add_mul]
  | monomial k a =>
    have hk : (-1 : ℝ) < (k : ℝ) := by
      have : (0 : ℝ) ≤ (k : ℝ) := Nat.cast_nonneg k
      linarith
    have h := (integrable_rpow_mul_exp_neg_mul_sq (b := 1 / 2) (by norm_num) hk).const_mul a
    refine h.congr (Filter.Eventually.of_forall fun x => ?_)
    simp only [Real.rpow_natCast, eval_monomial]
    rw [show -x ^ 2 / 2 = -(1 / 2) * x ^ 2 by ring]
    ring

/-- The integral of p(x) exp(-x²/2) over the line, as a linear functional of p. -/
def gaussInt : ℝ[X] →ₗ[ℝ] ℝ where
  toFun p := ∫ x : ℝ, p.eval x * Real.exp (-x ^ 2 / 2)
  map_add' p q := by
    simp only [eval_add, add_mul]
    exact integral_add (integrable_gauss p) (integrable_gauss q)
  map_smul' a p := by
    simp only [eval_smul, smul_eq_mul, mul_assoc, RingHom.id_apply]
    exact integral_const_mul a _

lemma gaussInt_apply (p : ℝ[X]) :
    gaussInt p = ∫ x : ℝ, p.eval x * Real.exp (-x ^ 2 / 2) := rfl

lemma gaussInt_one : gaussInt 1 = √(2 * Real.pi) := by
  have h := integral_gaussian (1 / 2)
  rw [show Real.pi / (1 / 2) = 2 * Real.pi by ring] at h
  rw [← h, gaussInt_apply]
  refine integral_congr_ae (Filter.Eventually.of_forall fun x => ?_)
  simp only [eval_one, one_mul]
  congr 1
  ring

/-- Integration by parts: x p - p' has zero Gaussian integral. -/
lemma gaussInt_by_parts (p : ℝ[X]) : gaussInt (X * p - derivative p) = 0 := by
  have hd : ∀ x : ℝ, HasDerivAt (fun y : ℝ => p.eval y * Real.exp (-y ^ 2 / 2))
      ((derivative p - X * p).eval x * Real.exp (-x ^ 2 / 2)) x := by
    intro x
    have he : HasDerivAt (fun y : ℝ => -y ^ 2 / 2) (-x) x := by
      have e : (fun y : ℝ => -y ^ 2 / 2) = fun y : ℝ => (-1 / 2 : ℝ) * (y * y) := by
        funext y
        ring
      rw [e]
      exact (((hasDerivAt_id' x).fun_mul (hasDerivAt_id' x)).const_mul
        (-1 / 2 : ℝ)).congr_deriv (by ring)
    refine ((p.hasDerivAt x).fun_mul he.exp).congr_deriv ?_
    simp only [eval_sub, eval_mul, eval_X]
    ring
  have h : gaussInt (derivative p - X * p) = 0 := by
    rw [gaussInt_apply]
    exact integral_eq_zero_of_hasDerivAt_of_integrable hd (integrable_gauss _) (integrable_gauss p)
  rw [← neg_sub, LinearMap.map_neg, h, neg_zero]

/-- Against the Gaussian, He_n acts on a polynomial q as the n-th derivative. -/
theorem gaussInt_He_mul (n : ℕ) (q : ℝ[X]) :
    gaussInt (He n * q) = gaussInt (derivative^[n] q) := by
  induction n generalizing q with
  | zero => simp [He]
  | succ n ih =>
    have e : He (n + 1) * q - He n * derivative q
        = X * (He n * q) - derivative (He n * q) := by
      rw [He_succ, derivative_mul]; ring
    have h : gaussInt (He (n + 1) * q) = gaussInt (He n * derivative q) := by
      rw [← sub_eq_zero, ← LinearMap.map_sub, e]
      exact gaussInt_by_parts _
    rw [h, ih, Function.iterate_succ_apply]

lemma gaussInt_orth {n : ℕ} {q : ℝ[X]} (h : q.natDegree < n) : gaussInt (He n * q) = 0 := by
  rw [gaussInt_He_mul, iterate_derivative_eq_zero h, LinearMap.map_zero]

lemma gaussInt_monic {n : ℕ} {q : ℝ[X]} (hq : q.Monic) (hd : q.natDegree = n) :
    gaussInt (He n * q) = √(2 * Real.pi) * n.factorial := by
  have h : derivative^[n] q = (n.factorial : ℝ) • (1 : ℝ[X]) := by
    rw [smul_eq_C_mul, mul_one]
    ext m
    rw [coeff_iterate_derivative, coeff_C]
    rcases Nat.eq_zero_or_pos m with rfl | hm
    · have h1 : q.coeff n = 1 := by rw [← hd]; exact hq.coeff_natDegree
      simp [h1, Nat.descFactorial_self]
    · rw [coeff_eq_zero_of_natDegree_lt (by omega), if_neg hm.ne', smul_zero]
  rw [gaussInt_He_mul, h, LinearMap.map_smul, gaussInt_one, smul_eq_mul, mul_comm]

/-- No quadratic polynomial that is nonnegative on the whole line divides He_n. -/
lemma not_dvd_He (n : ℕ) (s : ℝ[X]) (hs : s.natDegree = 2) (h0 : ∀ x, 0 ≤ s.eval x) :
    ¬ s ∣ He n := by
  rintro ⟨r, hr⟩
  have hne : He n ≠ 0 := (He_monic n).ne_zero
  have hs0 : s ≠ 0 := fun h => hne (by rw [hr, h, zero_mul])
  have hr0 : r ≠ 0 := fun h => hne (by rw [hr, h, mul_zero])
  have hdeg := natDegree_mul hs0 hr0
  rw [← hr, He_natDegree, hs] at hdeg
  have hz : gaussInt (He n * r) = 0 := gaussInt_orth (by omega)
  obtain ⟨x, hx⟩ : ∃ x, (He n * r).eval x ≠ 0 := by
    by_contra! h
    exact mul_ne_zero hne hr0 (Polynomial.funext fun x => by rw [h x, eval_zero])
  -- the integrand s r² exp(-x²/2) is nonnegative and not identically zero
  have hpos : 0 < gaussInt (He n * r) := by
    rw [gaussInt_apply]
    refine integral_pos_of_integrable_nonneg_nonzero (x := x)
      ((Polynomial.continuous _).mul (by fun_prop)) (integrable_gauss _) (fun y => ?_)
      (mul_ne_zero hx (Real.exp_ne_zero _))
    have e : (He n * r).eval y = s.eval y * (r.eval y) ^ 2 := by
      rw [hr]; simp only [eval_mul]; ring
    change 0 ≤ (He n * r).eval y * Real.exp (-y ^ 2 / 2)
    rw [e]
    exact mul_nonneg (mul_nonneg (h0 y) (sq_nonneg _)) (Real.exp_pos _).le
  exact hpos.ne' hz

/-- The quadrature nodes: the real roots of He_n. -/
def nodes (n : ℕ) : Finset ℝ := (He n).roots.toFinset

/-- He_n has exactly n distinct real roots. -/
theorem card_nodes (n : ℕ) : (nodes n).card = n := by
  have hne : He n ≠ 0 := (He_monic n).ne_zero
  obtain ⟨q, hq, hcard, hroots⟩ := exists_prod_multiset_X_sub_C_mul (He n)
  have hq0 : q ≠ 0 := fun h => hne (by rw [← hq, h, mul_zero])
  -- a non-constant rootless factor would contain a pair of complex roots
  have hdeg : q.natDegree = 0 := by
    by_contra hd
    obtain ⟨z, hz⟩ := IsAlgClosed.exists_aeval_eq_zero ℂ q
      (fun h => hd (natDegree_eq_zero_iff_degree_le_zero.2 h.le))
    by_cases him : z.im = 0
    · have hzr : algebraMap ℝ ℂ z.re = z := Complex.ext (by simp) (by simp [him])
      rw [← hzr, aeval_algebraMap_apply_eq_algebraMap_eval] at hz
      have hmem : z.re ∈ q.roots := (mem_roots hq0).2 (Complex.ofReal_eq_zero.1 hz)
      rw [hroots] at hmem
      simp at hmem
    · refine not_dvd_He n _ ?_ ?_
        ((quadratic_dvd_of_aeval_eq_zero_im_ne_zero q hz him).trans (Dvd.intro_left _ hq))
      · compute_degree!
      · intro x
        have h2 : ‖z‖ ^ 2 = z.re ^ 2 + z.im ^ 2 := by
          rw [Complex.sq_norm, Complex.normSq_apply]; ring
        simp only [eval_add, eval_sub, eval_mul, eval_pow, eval_X, eval_C]
        nlinarith [sq_nonneg (x - z.re), sq_nonneg z.im]
  have hnd : (He n).roots.Nodup := by
    rw [Multiset.nodup_iff_count_le_one]
    intro a
    rw [count_roots]
    by_contra! h
    exact not_dvd_He n ((X - C a) ^ 2) (by rw [natDegree_pow, natDegree_X_sub_C])
      (fun x => by rw [eval_pow]; exact sq_nonneg _)
      ((le_rootMultiplicity_iff hne).1 (Nat.succ_le_of_lt h))
  rw [He_natDegree] at hcard
  rw [nodes, Multiset.toFinset_card_of_nodup hnd]
  omega

lemma cofactor_monic {n : ℕ} {z : ℝ} {l : ℝ[X]} (h : (X - C z) * l = He (n + 1)) :
    l.Monic ∧ l.natDegree = n := by
  have hm : l.Monic := (monic_X_sub_C z).of_mul_monic_left (by rw [h]; exact He_monic _)
  have hd := (monic_X_sub_C z).natDegree_mul hm
  rw [h, He_natDegree, natDegree_X_sub_C] at hd
  exact ⟨hm, by omega⟩

/-- If He_(n+1) = (x - z) l, then He_n(z) times the Gaussian integral of l is √(2π) n!. -/
lemma cofactor_integral {n : ℕ} {z : ℝ} {l : ℝ[X]} (h : (X - C z) * l = He (n + 1)) :
    (He n).eval z * gaussInt l = √(2 * Real.pi) * n.factorial := by
  obtain ⟨hm, hd⟩ := cofactor_monic h
  obtain ⟨s, hs⟩ := X_sub_C_dvd_sub_C_eval (a := z) (p := He n)
  have hsd : s.natDegree < n + 1 := by
    by_cases hs0 : s = 0
    · simp [hs0]
    · have e := (monic_X_sub_C z).natDegree_mul' hs0
      rw [← hs, natDegree_sub_C, natDegree_X_sub_C, He_natDegree] at e
      omega
  have key : He n * l = (He n).eval z • l + He (n + 1) * s := by
    rw [← h, smul_eq_C_mul]
    linear_combination l * hs
  have hi := gaussInt_monic hm hd
  rwa [key, LinearMap.map_add, LinearMap.map_smul, gaussInt_orth hsd, add_zero,
    smul_eq_mul] at hi

lemma cofactor_eval {n : ℕ} {z : ℝ} {l : ℝ[X]} (h : (X - C z) * l = He (n + 1)) :
    l.eval z = ((n : ℝ) + 1) * (He n).eval z := by
  have e := congrArg (fun p => (derivative p).eval z) h
  simpa [derivative_mul, He_derivative] using e

lemma node_factor {n : ℕ} {z : ℝ} (hz : z ∈ nodes (n + 1)) :
    (X - C z) * (He (n + 1) /ₘ (X - C z)) = He (n + 1) :=
  mul_divByMonic_eq_iff_isRoot.2
    ((mem_roots (He_monic _).ne_zero).1 (Multiset.mem_toFinset.1 hz))

/-- He_n does not vanish at the roots of He_(n+1). -/
theorem He_ne_zero_at_node {n : ℕ} {z : ℝ} (hz : z ∈ nodes (n + 1)) : (He n).eval z ≠ 0 := by
  intro h0
  have h := cofactor_integral (node_factor hz)
  rw [h0, zero_mul] at h
  have : 0 < √(2 * Real.pi) * (n.factorial : ℝ) := by positivity
  linarith

/-- The weight √(2π) n! / ((n+1) He_n(z)²) of the rule with n+1 nodes. -/
def weight (n : ℕ) (z : ℝ) : ℝ :=
  √(2 * Real.pi) * n.factorial / (((n : ℝ) + 1) * (He n).eval z ^ 2)

/-- All weights of the rule are positive. -/
theorem weight_pos {n : ℕ} {z : ℝ} (hz : z ∈ nodes (n + 1)) : 0 < weight n z := by
  have h := He_ne_zero_at_node hz
  unfold weight
  positivity

/-- Gauss-Hermite quadrature: the rule with n+1 nodes integrates every real polynomial of degree
at most 2n+1 exactly against exp(-x²/2). -/
theorem gauss_hermite_quadrature (n : ℕ) (p : ℝ[X]) (hp : p.natDegree ≤ 2 * n + 1) :
    ∫ x : ℝ, p.eval x * Real.exp (-x ^ 2 / 2)
      = ∑ z ∈ nodes (n + 1), weight n z * p.eval z := by
  let l : ℝ → ℝ[X] := fun z => He (n + 1) /ₘ (X - C z)
  have hl : ∀ z ∈ nodes (n + 1), (X - C z) * l z = He (n + 1) := fun z hz => node_factor hz
  have hroot : ∀ z ∈ nodes (n + 1), (He (n + 1)).eval z = 0 := fun z hz => by
    rw [← hl z hz]; simp
  have hdiv : p %ₘ He (n + 1) + He (n + 1) * (p /ₘ He (n + 1)) = p := by
    first
      | exact modByMonic_add_div p (He_monic _)
      | exact modByMonic_add_div p _
  -- the remainder is the interpolation polynomial of p on the nodes
  have hr : p %ₘ He (n + 1) = ∑ z ∈ nodes (n + 1), (p.eval z / (l z).eval z) • l z := by
    refine eq_of_degrees_lt_of_eval_finset_eq (nodes (n + 1)) ?_ ?_ ?_
    · have h := degree_modByMonic_lt p (He_monic (n + 1))
      rw [degree_eq_natDegree (He_monic (n + 1)).ne_zero, He_natDegree] at h
      rwa [card_nodes]
    · rw [card_nodes, ← mem_degreeLT]
      refine Submodule.sum_mem _ fun z hz => Submodule.smul_mem _ _ ?_
      obtain ⟨hm, hd⟩ := cofactor_monic (hl z hz)
      rw [mem_degreeLT, degree_eq_natDegree hm.ne_zero, hd]
      exact_mod_cast Nat.lt_succ_self n
    · intro y hy
      have h1 := congrArg (fun q => q.eval y) hdiv
      simp only [eval_add, eval_mul, hroot y hy, zero_mul, add_zero] at h1
      have hy0 : (l y).eval y ≠ 0 := by
        rw [cofactor_eval (hl y hy)]
        exact mul_ne_zero (by positivity) (He_ne_zero_at_node hy)
      rw [h1, eval_finsetSum, Finset.sum_eq_single y]
      · rw [eval_smul, smul_eq_mul, div_mul_cancel₀ _ hy0]
      · intro z hz hzy
        have h2 := congrArg (fun q => q.eval y) (hl z hz)
        simp only [eval_mul, eval_sub, eval_X, eval_C, hroot y hy] at h2
        have h3 := (mul_eq_zero.1 h2).resolve_left (sub_ne_zero.2 (Ne.symm hzy))
        rw [eval_smul, h3, smul_zero]
      · exact fun h => absurd hy h
  have hq : (p /ₘ He (n + 1)).natDegree < n + 1 := by
    rw [natDegree_divByMonic p (He_monic _), He_natDegree]
    omega
  -- the quotient part integrates to zero by orthogonality
  have hG : gaussInt p = gaussInt (p %ₘ He (n + 1)) := by
    conv_lhs => rw [← hdiv]
    rw [LinearMap.map_add, gaussInt_orth hq, add_zero]
  rw [← gaussInt_apply, hG, hr, map_sum]
  refine Finset.sum_congr rfl fun z hz => ?_
  have h0 := He_ne_zero_at_node hz
  have hn : (n : ℝ) + 1 ≠ 0 := by positivity
  have hI : gaussInt (l z) = √(2 * Real.pi) * n.factorial / (He n).eval z := by
    rw [eq_div_iff h0, mul_comm]
    exact cofactor_integral (hl z hz)
  rw [LinearMap.map_smul, smul_eq_mul, hI, cofactor_eval (hl z hz), weight]
  field_simp

/-- The Hermite polynomials He_0, ..., He_n are orthogonal on the grid of n+1 nodes, with the
squared norms √(2π) k!. -/
theorem discrete_orthogonality {n j k : ℕ} (hj : j ≤ n) (hk : k ≤ n) :
    ∑ z ∈ nodes (n + 1), weight n z * ((He j).eval z * (He k).eval z)
      = if j = k then √(2 * Real.pi) * k.factorial else 0 := by
  have hd : (He j * He k).natDegree ≤ 2 * n + 1 := by
    rw [(He_monic j).natDegree_mul (He_monic k), He_natDegree, He_natDegree]
    omega
  have h := gauss_hermite_quadrature n (He j * He k) hd
  rw [← gaussInt_apply] at h
  simp only [eval_mul] at h
  rw [← h]
  rcases lt_trichotomy j k with hjk | rfl | hjk
  · rw [if_neg hjk.ne, mul_comm]
    exact gaussInt_orth (by rwa [He_natDegree])
  · rw [if_pos rfl]
    exact gaussInt_monic (He_monic j) (He_natDegree j)
  · rw [if_neg hjk.ne']
    exact gaussInt_orth (by rwa [He_natDegree])

end

end GaussHermite
```

```lean
#print axioms GaussHermite.weight_pos
#print axioms GaussHermite.gauss_hermite_quadrature
#print axioms GaussHermite.discrete_orthogonality
```

```
'GaussHermite.weight_pos' depends on axioms: [propext, Classical.choice, Quot.sound]
'GaussHermite.gauss_hermite_quadrature' depends on axioms: [propext, Classical.choice, Quot.sound]
'GaussHermite.discrete_orthogonality' depends on axioms: [propext, Classical.choice, Quot.sound]
```

## The rule and its oscillator reading

`He n` is the monic Hermite polynomial $He_n$, with $He_0=1$ and $He_{n+1}=x\,He_n-He_n'$. Write $\langle p\rangle=\int p(x)e^{-x^2/2}\,dx$ over the real line; this is `gaussInt`. The finset `nodes (n + 1)` holds the real roots of $He_{n+1}$, and `gauss_hermite_quadrature` states, for $\deg p\le 2n+1$,

$$\langle p\rangle=\sum_{z}w_z\,p(z),\qquad w_z=\frac{\sqrt{2\pi}\,n!}{(n+1)\,He_n(z)^2}.$$

Here $w_z$ is `weight n z`, which `weight_pos` shows to be positive. Counting nodes as $n+1$ includes every rule with at least one node.

For a harmonic oscillator of mass $m$ and angular frequency $\omega$, let $x$ be the position in units of $\sqrt{\hbar/2m\omega}$. The normalised levels are $\phi_k(x)=He_k(x)e^{-x^2/4}/\sqrt{\sqrt{2\pi}\,k!}$, so $e^{-x^2/2}$ comes from the product of two of them. `discrete_orthogonality` says that levels $0,\dots,n$ of this one-dimensional oscillator stay orthogonal on the grid, in the sense that $\sum_z w_z He_j(z)He_k(z)=\langle He_jHe_k\rangle$, the weights standing in for the factor $e^{-x^2/2}$. Consequently the square matrix with entries $\sqrt{w_z}\,He_k(z)/\sqrt{\sqrt{2\pi}\,k!}$, which links these levels to the grid points in the Gauss–Hermite discrete-variable representation, is orthogonal. The theorems concern polynomials and exact arithmetic; they give no error bound for other integrands or for rounding.

## Orthogonality from integration by parts

Since $(p\,e^{-x^2/2})'=(p'-xp)e^{-x^2/2}$ and the boundary terms vanish, $\langle xp-p'\rangle=0$ (`gaussInt_by_parts`, with integrability from `integrable_gauss`). Putting $p=He_n q$ gives $\langle He_{n+1}q\rangle=\langle He_n q'\rangle$, and induction gives

$$\langle He_n q\rangle=\langle q^{(n)}\rangle.$$

This is zero if $\deg q<n$ (`gaussInt_orth`). If $q$ is monic of degree $n$, then $q^{(n)}=n!$ and the value is $\sqrt{2\pi}\,n!$ (`gaussInt_monic`).

## Why the nodes are real and distinct

Suppose $He_n=sr$ with $s$ quadratic and nonnegative on the line. Then $\deg r=n-2$, so $\langle He_n r\rangle=0$. But $\langle He_n r\rangle=\langle s r^2\rangle>0$, a contradiction (`not_dvd_He`).

A non-real root $a+ib$ would supply the factor $(x-a)^2+b^2$, and a repeated real root $a$ the factor $(x-a)^2$. Hence $He_n$ has $n$ distinct real roots. In `card_nodes`, Lean splits off all real roots and uses algebraic closure of $\mathbb C$ to show that the remaining factor is constant.

## The weights

For a node $z$, write $He_{n+1}=(x-z)\ell_z$, with $\ell_z$ monic of degree $n$. Also write $He_n=He_n(z)+(x-z)s$, with $\deg s\le n$. Multiplying by $\ell_z$ gives

$$He_n\ell_z=He_n(z)\,\ell_z+He_{n+1}s.$$

The left side integrates to $\sqrt{2\pi}\,n!$ and the last term to zero, so $He_n(z)\langle\ell_z\rangle=\sqrt{2\pi}\,n!$ (`cofactor_integral`). In particular $He_n(z)\ne0$.

The lowering relation $He_{n+1}'=(n+1)He_n$ starts from $He_1'=1$. Its induction step is

$$He_{n+2}'=He_{n+1}+(n+1)(x\,He_n-He_n')=(n+2)He_{n+1}.$$

Differentiating $He_{n+1}=(x-z)\ell_z$ at $z$ therefore gives $\ell_z(z)=(n+1)He_n(z)$ (`cofactor_eval`).

Now divide: $p=r+He_{n+1}q$, with $\deg r\le n$ and $\deg q\le n$. The quotient term integrates to zero, and $r(z)=p(z)$ at each node. Each $\ell_z$ vanishes at the other nodes, so

$$r=\sum_z\frac{p(z)}{\ell_z(z)}\,\ell_z,$$

because both sides have degree at most $n$ and agree at $n+1$ points. Lean names this identity `hr`. Integrating it gives $w_z=\langle\ell_z\rangle/\ell_z(z)$, the stated weight.

Taking $p=He_jHe_k$ with $j,k\le n$, of degree at most $2n$, gives the discrete orthogonality.

## One node, and a matrix element in code

For $n=0$ the only node is $0$, with weight $\sqrt{2\pi}$. The rule is exact for linear $p$, but for $x^2$ it returns $0$ instead of $\sqrt{2\pi}$.

In a program, the matrix element of a potential $V$, written as a function of the scaled position $x$, between $\phi_j$ and $\phi_k$ becomes

$$V_{jk}\approx\sum_z w_z\,\frac{He_j(z)\,V(z)\,He_k(z)}{\sqrt{2\pi}\,\sqrt{j!\,k!}},$$

which is exact for polynomial $V$ when $j+k+\deg V\le 2n+1$. Routines built for the weight $e^{-t^2}$ return $t=z/\sqrt2$ and $w_z/\sqrt2$, so both must be multiplied by $\sqrt2$ before use here.
